# For nonzero wave vectors resolved by the grid, the central-difference Hartree energy lies between the exact one and π²/4 times it

Q: If a real-space code solves the Poisson equation with central differences, its Hartree energy has some K_h(k) where the exact one has ‖k‖². Without a bound on that replacement I can't tell which way the energy is wrong, or whether a short-wavelength mode makes it blow up. What can you offer?

A: A sign and a ceiling, for a fixed density with finitely many Fourier modes, all resolved by the grid. Let h > 0 be the grid spacing, k_i the components of k, and I the imaginary unit. Along axis i, the stencil acts on exp(I k·x) as multiplication by

(2 − exp(I h k_i) − exp(−I h k_i))/h² = (2 − 2 cos(h k_i))/h².

The sum over i is K_h(k). Now put t = h k_i and assume |t| ≤ π. Then

2 − 2 cos t = (2 sin(t/2))².

On [0, π/2] the sine lies above its chord, so sin x ≥ 2x/π, with equality only at the ends; also sin x < x for x > 0. With x = |t|/2,

4t²/π² ≤ 2 − 2 cos t ≤ t².

The left side is attained only at t = 0 or |t| = π, the right side only at t = 0. Dividing by h² and summing over i gives, for k ≠ 0,

(4/π²)‖k‖² ≤ K_h(k) < ‖k‖².

Everything is positive, so we may invert:

1/‖k‖² < 1/K_h(k) ≤ (π²/4)/‖k‖².

Multiplying by weights w_k ≥ 0 and summing over k gives the claim.

Q: Does the Lean code know about a stencil, or is K_h just a formula?

A: The stencil is defined first, on complex functions of a point in d-dimensional Euclidean space; d = 3 is the usual crystal. `EuclideanSpace.single i 1` is the unit vector along axis i.

```lean
import Mathlib

open scoped Real

namespace FiniteDifferenceHartree

noncomputable section

/-- The central-difference negative Laplacian with grid spacing `h ≠ 0` in `d` dimensions. -/
def gridNegLaplacian {d : ℕ} (h : ℝ) (f : EuclideanSpace ℝ (Fin d) → ℂ)
    (x : EuclideanSpace ℝ (Fin d)) : ℂ :=
  ∑ i, (2 * f x - f (x + h • EuclideanSpace.single i (1 : ℝ))
    - f (x - h • EuclideanSpace.single i (1 : ℝ))) / (h : ℂ) ^ 2

/-- The plane wave `exp(i k·x)`. -/
def planeWave {d : ℕ} (k x : EuclideanSpace ℝ (Fin d)) : ℂ :=
  Complex.exp (((inner ℝ k x : ℝ) : ℂ) * Complex.I)

/-- The finite-difference replacement `K_h(k)` of `‖k‖²`, for grid spacing `h ≠ 0`. -/
def gridSymbol {d : ℕ} (h : ℝ) (k : EuclideanSpace ℝ (Fin d)) : ℝ :=
  ∑ i, (2 - 2 * Real.cos (h * k i)) / h ^ 2
```

Q: And the energy?

A: `hartreeSum` takes a finite set `s` of wave vectors, weights `w` and a kernel `K`. The kernel ‖k‖² gives the exact energy, `gridSymbol h` the finite-difference one. In Gaussian atomic units, w_k = 2πΩ|ρ_k|², with cell volume Ω and density coefficients ρ_k.

```lean
/-- The Hartree sum of `w k / K k` over the wave vectors in `s`, for a kernel `K` without
zeros on `s`; the weights contain the squared density coefficients and the prefactor. -/
def hartreeSum {d : ℕ} (s : Finset (EuclideanSpace ℝ (Fin d)))
    (w K : EuclideanSpace ℝ (Fin d) → ℝ) : ℝ :=
  ∑ k ∈ s, w k / K k
```

Q: What ties `gridSymbol` to the stencil?

A: This eigenvalue theorem. In its proof, `e` evaluates the phase h k_i of one grid step, `p` and `m` split the shifted exponentials, and `Complex.two_cos` combines the two phases into a cosine.

```lean
/-- A plane wave is an eigenfunction of the central-difference negative Laplacian, with
eigenvalue `K_h(k)`. -/
theorem gridNegLaplacian_planeWave {d : ℕ} (h : ℝ) (k x : EuclideanSpace ℝ (Fin d)) :
    gridNegLaplacian h (planeWave k) x = (gridSymbol h k : ℂ) * planeWave k x := by
  simp only [gridNegLaplacian, planeWave, gridSymbol]
  push_cast
  rw [Finset.sum_mul]
  refine Finset.sum_congr rfl fun i _ => ?_
  have e : inner ℝ k (h • EuclideanSpace.single i (1 : ℝ)) = h * k i := by
    simp [inner_smul_right, EuclideanSpace.inner_single_right]
  -- a shift by one grid step multiplies the wave by a phase
  have p : ∀ a b : ℂ, Complex.exp ((a + b) * Complex.I)
      = Complex.exp (a * Complex.I) * Complex.exp (b * Complex.I) := by
    intro a b
    rw [← Complex.exp_add, add_mul]
  have m : ∀ a b : ℂ, Complex.exp ((a - b) * Complex.I)
      = Complex.exp (a * Complex.I) * Complex.exp (-b * Complex.I) := by
    intro a b
    rw [sub_eq_add_neg, p]
  rw [inner_add_right, inner_sub_right, e]
  push_cast
  rw [p, m]
  linear_combination (Complex.exp (((inner ℝ k x : ℝ) : ℂ) * Complex.I) / (h : ℂ) ^ 2)
    * Complex.two_cos ((h : ℂ) * (k i : ℂ))
```

Q: Where does the sine estimate enter?

A: The half-angle identity comes first. `dispersion_bounds` then works with |t|: `Real.mul_le_sin` is the chord bound, `Real.sin_lt` the upper one, and the strict `Real.mul_lt_sin` rules out equality in between.

```lean
/-- The lattice dispersion `2 - 2 cos t` is the square of `2 sin(t/2)`. -/
theorem two_sub_two_cos (t : ℝ) : 2 - 2 * Real.cos t = (2 * Real.sin (t / 2)) ^ 2 := by
  have h := Real.cos_two_mul (t / 2)
  rw [show 2 * (t / 2) = t by ring] at h
  linear_combination -2 * h - 4 * Real.sin_sq_add_cos_sq (t / 2)

/-- For a phase `|t| ≤ π` per grid step, `2 - 2 cos t` is at least `4t²/π²`, with equality
exactly at `t = 0` and `|t| = π`, and it is below `t²` unless `t = 0`. -/
theorem dispersion_bounds {t : ℝ} (ht : |t| ≤ π) :
    4 / π ^ 2 * t ^ 2 ≤ 2 - 2 * Real.cos t ∧ (t ≠ 0 → 2 - 2 * Real.cos t < t ^ 2) ∧
      (2 - 2 * Real.cos t = 4 / π ^ 2 * t ^ 2 ↔ t = 0 ∨ |t| = π) := by
  have hs : 2 / π * (|t| / 2) ≤ Real.sin (|t| / 2) :=
    Real.mul_le_sin (by positivity) (by linarith)
  have h0 : 0 ≤ 2 / π * (|t| / 2) := by positivity
  have hsq : 4 / π ^ 2 * |t| ^ 2 = (2 * (2 / π * (|t| / 2))) ^ 2 := by ring
  rw [← Real.cos_abs t, ← sq_abs t]
  refine ⟨?_, fun hne => ?_, fun he => ?_, ?_⟩
  · rw [two_sub_two_cos, hsq]
    exact pow_le_pow_left₀ (by linarith) (by linarith) 2
  · have hlt := Real.sin_lt (half_pos (abs_pos.mpr hne))
    rw [two_sub_two_cos]
    exact pow_lt_pow_left₀ (by linarith) (by linarith) two_ne_zero
  · -- for `0 < |t| < π` the chord bound is strict
    by_contra hn
    rw [not_or] at hn
    have hlt : |t| < π := lt_of_le_of_ne ht hn.2
    have hj : 2 / π * (|t| / 2) < Real.sin (|t| / 2) :=
      Real.mul_lt_sin (half_pos (abs_pos.mpr hn.1)) (by linarith)
    rw [two_sub_two_cos, hsq] at he
    have := pow_lt_pow_left₀ (show 2 * (2 / π * (|t| / 2)) < 2 * Real.sin (|t| / 2) by linarith)
      (by linarith) two_ne_zero
    linarith
  · rintro (h | h)
    · simp [h]
    · have hc : 4 / π ^ 2 * π ^ 2 = 4 := by field_simp
      rw [h, Real.cos_pi, hc]
      norm_num
```

For a whole wave vector, `lo` and `up` rescale these bounds by h², and the components are summed. One nonzero component makes the upper bound strict; equality in the lower one forces equality in every component.

```lean
/-- If `h > 0` and `h|k_i| ≤ π` for all `i`, then `K_h(k)` is at least `4‖k‖²/π²`, with
equality exactly when each component is `0` or `±π/h`, and it is below `‖k‖²` unless `k = 0`. -/
theorem gridSymbol_bounds {d : ℕ} {h : ℝ} (hh : 0 < h) {k : EuclideanSpace ℝ (Fin d)}
    (hk : ∀ i, h * |k i| ≤ π) :
    4 / π ^ 2 * ‖k‖ ^ 2 ≤ gridSymbol h k ∧ (k ≠ 0 → gridSymbol h k < ‖k‖ ^ 2) ∧
      (4 / π ^ 2 * ‖k‖ ^ 2 = gridSymbol h k ↔ ∀ i, k i = 0 ∨ h * |k i| = π) := by
  have hn : ‖k‖ ^ 2 = ∑ i, k i ^ 2 := by simp [EuclideanSpace.norm_sq_eq]
  have hh2 : 0 < h ^ 2 := by positivity
  have ha : ∀ i, |h * k i| = h * |k i| := fun i => by rw [abs_mul, abs_of_pos hh]
  have hb := fun i => dispersion_bounds (t := h * k i) (by rw [ha]; exact hk i)
  have hr : ∀ i, 4 / π ^ 2 * k i ^ 2 * h ^ 2 = 4 / π ^ 2 * (h * k i) ^ 2 := fun i => by ring
  have lo : ∀ i ∈ Finset.univ,
      4 / π ^ 2 * k i ^ 2 ≤ (2 - 2 * Real.cos (h * k i)) / h ^ 2 := by
    intro i _
    rw [le_div_iff₀ hh2, hr]
    exact (hb i).1
  have up : ∀ i, k i ≠ 0 → (2 - 2 * Real.cos (h * k i)) / h ^ 2 < k i ^ 2 := by
    intro i hi
    rw [div_lt_iff₀ hh2, show k i ^ 2 * h ^ 2 = (h * k i) ^ 2 by ring]
    exact (hb i).2.1 (mul_ne_zero hh.ne' hi)
  rw [hn, Finset.mul_sum]
  unfold gridSymbol
  refine ⟨Finset.sum_le_sum lo, fun h0 => ?_, ?_⟩
  · obtain ⟨i, hi⟩ : ∃ i, k i ≠ 0 := by
      by_contra hc
      exact h0 (by ext i; simpa using not_exists.mp hc i)
    refine Finset.sum_lt_sum (fun j _ => ?_) ⟨i, Finset.mem_univ i, up i hi⟩
    by_cases hj : k j = 0
    · simp [hj]
    · exact (up j hj).le
  · rw [Finset.sum_eq_sum_iff_of_le lo]
    have hi : ∀ i, 4 / π ^ 2 * k i ^ 2 = (2 - 2 * Real.cos (h * k i)) / h ^ 2 ↔
        (k i = 0 ∨ h * |k i| = π) := by
      intro i
      rw [eq_div_iff hh2.ne', hr, eq_comm, (hb i).2.2, ha, mul_eq_zero, or_iff_right hh.ne']
    exact ⟨fun H i => (hi i).1 (H i (Finset.mem_univ i)), fun H i _ => (hi i).2 (H i)⟩
```

Q: Your hypotheses exclude k = 0 and require h|k_i| ≤ π. Is that physics or convenience?

A: Physics. Omitting k = 0 stands for a neutral cell, or a charged one with a uniform compensating background. The second condition says that the grid resolves the wave. Being nonzero isn't enough for positivity: k = (2π/h, 0, 0) looks constant on the grid, and K_h(k) = 0.

The main theorem concludes that every K_h(k) is positive, gives both bounds, and says when the upper one is attained: every k of nonzero weight has only components 0 or ±π/h. The proof inverts the kernel bounds mode by mode (`hle`) and traces equality back through the sum.

```lean
/-- For `h > 0`, weights `w ≥ 0` and nonzero wave vectors with `h|k_i| ≤ π`, every `K_h(k)` is
positive and the finite-difference Hartree sum lies between the exact one and `π²/4` times it.
The upper bound is attained exactly when all `k` of nonzero weight have components `0` or `±π/h`. -/
theorem hartree_bounds {d : ℕ} {h : ℝ} (hh : 0 < h) (s : Finset (EuclideanSpace ℝ (Fin d)))
    (w : EuclideanSpace ℝ (Fin d) → ℝ) (hw : ∀ k ∈ s, 0 ≤ w k) (h0 : ∀ k ∈ s, k ≠ 0)
    (hk : ∀ k ∈ s, ∀ i, h * |k i| ≤ π) :
    (∀ k ∈ s, 0 < gridSymbol h k) ∧
    hartreeSum s w (fun k => ‖k‖ ^ 2) ≤ hartreeSum s w (gridSymbol h) ∧
    hartreeSum s w (gridSymbol h) ≤ π ^ 2 / 4 * hartreeSum s w (fun k => ‖k‖ ^ 2) ∧
    (hartreeSum s w (gridSymbol h) = π ^ 2 / 4 * hartreeSum s w (fun k => ‖k‖ ^ 2) ↔
      ∀ k ∈ s, w k ≠ 0 → ∀ i, k i = 0 ∨ h * |k i| = π) := by
  have hc : ∀ k ∈ s, 0 < 4 / π ^ 2 * ‖k‖ ^ 2 := by
    intro k hks
    have := norm_pos_iff.mpr (h0 k hks)
    positivity
  have hK : ∀ k ∈ s, 0 < gridSymbol h k := fun k hks =>
    (hc k hks).trans_le (gridSymbol_bounds hh (hk k hks)).1
  have hsc : ∀ k ∈ s, π ^ 2 / 4 * (w k / ‖k‖ ^ 2) = w k / (4 / π ^ 2 * ‖k‖ ^ 2) := by
    intro k hks
    have := norm_ne_zero_iff.mpr (h0 k hks)
    field_simp
  -- inverting the kernel bound for each mode
  have hle : ∀ k ∈ s, w k / gridSymbol h k ≤ π ^ 2 / 4 * (w k / ‖k‖ ^ 2) := by
    intro k hks
    rw [hsc k hks]
    exact div_le_div_of_nonneg_left (hw k hks) (hc k hks) (gridSymbol_bounds hh (hk k hks)).1
  simp only [hartreeSum, Finset.mul_sum]
  refine ⟨hK, Finset.sum_le_sum fun k hks => ?_, Finset.sum_le_sum hle, ?_⟩
  · exact div_le_div_of_nonneg_left (hw k hks) (hK k hks)
      ((gridSymbol_bounds hh (hk k hks)).2.1 (h0 k hks)).le
  · rw [Finset.sum_eq_sum_iff_of_le hle]
    refine forall₂_congr fun k hks => ?_
    rw [← (gridSymbol_bounds hh (hk k hks)).2.2, hsc k hks]
    constructor
    · intro e hwk
      rw [div_eq_div_iff (hK k hks).ne' (hc k hks).ne'] at e
      exact mul_left_cancel₀ hwk e
    · intro e
      by_cases hwk : w k = 0
      · simp [hwk]
      · rw [e hwk]
```

Q: "Between" still allows no error at all.

A: Not once some weight is positive. That mode contributes a strict inequality:

```lean
/-- For `h > 0`, weights `w ≥ 0`, not all zero, and nonzero wave vectors with `h|k_i| ≤ π`, the
finite-difference Hartree sum is strictly larger than the exact one. -/
theorem hartree_strict_overestimate {d : ℕ} {h : ℝ} (hh : 0 < h)
    (s : Finset (EuclideanSpace ℝ (Fin d))) (w : EuclideanSpace ℝ (Fin d) → ℝ)
    (hw : ∀ k ∈ s, 0 ≤ w k) (h0 : ∀ k ∈ s, k ≠ 0) (hk : ∀ k ∈ s, ∀ i, h * |k i| ≤ π)
    (hpos : ∃ k ∈ s, 0 < w k) :
    hartreeSum s w (fun k => ‖k‖ ^ 2) < hartreeSum s w (gridSymbol h) := by
  have hK := (hartree_bounds hh s w hw h0 hk).1
  have hlt := fun k hks => (gridSymbol_bounds hh (hk k hks)).2.1 (h0 k hks)
  obtain ⟨q, hq, hwq⟩ := hpos
  simp only [hartreeSum]
  exact Finset.sum_lt_sum
    (fun k hks => div_le_div_of_nonneg_left (hw k hks) (hK k hks) (hlt k hks).le)
    ⟨q, hq, div_lt_div_of_pos_left hwq (hK q hq) (hlt q hq)⟩

end

end FiniteDifferenceHartree
```

```lean
#print axioms FiniteDifferenceHartree.gridNegLaplacian_planeWave
#print axioms FiniteDifferenceHartree.hartree_bounds
#print axioms FiniteDifferenceHartree.hartree_strict_overestimate
```

```
'FiniteDifferenceHartree.gridNegLaplacian_planeWave' depends on axioms: [propext, Classical.choice, Quot.sound]
'FiniteDifferenceHartree.hartree_bounds' depends on axioms: [propext, Classical.choice, Quot.sound]
'FiniteDifferenceHartree.hartree_strict_overestimate' depends on axioms: [propext, Classical.choice, Quot.sound]
```

So for a fixed nonuniform density with finitely many Fourier modes, all with h|k_i| ≤ π, replacing ‖k‖² by the kernel of this second-order stencil, at unchanged weights, always raises the Hartree energy.

Q: Does the kinetic energy behave likewise?

A: It goes the other way. For fixed orbitals, let the weights w_k ≥ 0 now contain the squared orbital coefficients instead of the density ones. Multiply by the kernel instead of dividing, and the sum of w_k K_h(k) lies between 4/π² and 1 times the sum of w_k‖k‖², so central differences never overestimate it for such modes.

Q: I would have started from a density sampled on a periodic grid.

A: That is a sound alternative. The resolution condition would then come from choosing a representative for each grid mode. But the weights would come from the samples, where unresolved modes are folded onto resolved ones and the edge modes k_i = π/h and k_i = −π/h coincide, and a comparison with the continuous density would also need an estimate of that aliasing. Here both sums use the same weights, so only the error of the kernel is measured.
